# Eigenvectors of the three-point kinetic matrix between hard walls have nonnegative eigenvalues and do not vanish at the first grid point

In units where ħ and the particle's mass are 1, the kinetic energy of one particle in one dimension is `-(1/2) d²/dx²`. The three-point matrix is a finite-difference approximation to this operator on `N` grid points of spacing `h > 0`, with walls one spacing beyond the first and last points, where the wavefunction is zero. Its entries are `1/h²` on the diagonal, `-1/(2h²)` between neighbouring points and zero elsewhere. The lemma says that if a nonzero real vector `v`, not necessarily normalised, is an eigenvector of this matrix with real eigenvalue `k`, then `k ≥ 0` and the entry of `v` at the first grid point is not zero. The proof extends `v` to a function `u` on the integers that vanishes at both walls, and turns the eigenvalue equation into a recurrence. If `u` also vanished at the first grid point, the recurrence would make all of `v` zero; and if `k` were negative, it would keep `u` from returning to zero at the second wall.

In Lean, a first try:

```lean
import Mathlib

open Matrix

namespace ThreePointEigenvector

noncomputable section

/-- Three-point weights of `-(1/2) d²/dx²` at displacement `d`, for spacing `h ≠ 0`. -/
def w3 (h : ℝ) (d : ℤ) : ℝ :=
  if d = 0 then 1 / h ^ 2 else if d = 1 ∨ d = -1 then -1 / (2 * h ^ 2) else 0

/-- Three-point Dirichlet kinetic matrix; index `i` is the grid point `i + 1`,
and the walls are at `0` and `N + 1`. -/
def threePoint (N : ℕ) (h : ℝ) : Matrix (Fin N) (Fin N) ℝ :=
  Matrix.of fun i j => w3 h ((i : ℤ) - j)

/-- On samples of a function that vanishes at both walls, the three-point matrix acts
as the three-point difference. -/
theorem threePoint_mulVec {N : ℕ} (h : ℝ) (u : ℤ → ℝ) (h0 : u 0 = 0)
    (hN : u ((N : ℤ) + 1) = 0) (i : Fin N) :
    (threePoint N h *ᵥ fun k : Fin N => u ((k : ℤ) + 1)) i =
      (2 * u ((i : ℤ) + 1) - u (i : ℤ) - u ((i : ℤ) + 2)) / (2 * h ^ 2) := by
  have hi := i.isLt
  -- a Kronecker delta picks out one sample, also at the walls
  have pick : ∀ m : ℤ, 0 ≤ m → m ≤ N + 1 →
      ∑ k : Fin N, (if (k : ℤ) + 1 = m then u ((k : ℤ) + 1) else 0) = u m := by
    intro m hm hm'
    by_cases hin : 0 < m ∧ m < N + 1
    · obtain ⟨k, rfl⟩ : ∃ k : Fin N, (k : ℤ) + 1 = m :=
        ⟨⟨(m - 1).toNat, by omega⟩, by
          show (((m - 1).toNat : ℕ) : ℤ) + 1 = m
          omega⟩
      rw [Finset.sum_eq_single k]
      · simp
      · intro b _ hb
        exact if_neg fun e => hb (Fin.ext (by omega))
      · simp
    · have hu : u m = 0 := by
        rcases (by omega : m = 0 ∨ m = N + 1) with rfl | rfl
        · exact h0
        · exact hN
      rw [hu]
      exact Finset.sum_eq_zero fun k _ => if_neg (by have := k.isLt; omega)
  have key : ∀ k : Fin N, w3 h ((i : ℤ) - k) * u ((k : ℤ) + 1) =
      (2 * (if (k : ℤ) + 1 = i + 1 then u ((k : ℤ) + 1) else 0)
        - (if (k : ℤ) + 1 = i then u ((k : ℤ) + 1) else 0)
        - (if (k : ℤ) + 1 = i + 2 then u ((k : ℤ) + 1) else 0)) / (2 * h ^ 2) := by
    intro k
    unfold w3
    split_ifs <;> first | (exfalso; omega) | ring
  change ∑ k : Fin N, w3 h ((i : ℤ) - k) * u ((k : ℤ) + 1) = _
  rw [Finset.sum_congr rfl fun k _ => key k, ← Finset.sum_div, Finset.sum_sub_distrib,
    Finset.sum_sub_distrib, ← Finset.mul_sum, pick _ (by omega) (by omega),
    pick _ (by omega) (by omega), pick _ (by omega) (by omega)]

/-- For `h > 0`, an eigenvector of the three-point matrix has a nonnegative eigenvalue
and does not vanish at the first grid point. -/
theorem threePoint_eigenvector {N : ℕ} {h k : ℝ} (hh : 0 < h) {v : Fin N → ℝ} (hv : v ≠ 0)
    (e : threePoint N h *ᵥ v = k • v) : 0 ≤ k ∧ ∀ i : Fin N, (i : ℕ) = 0 → v i ≠ 0 := by
  obtain ⟨u, u0, uN, rfl⟩ : ∃ u : ℤ → ℝ, u 0 = 0 ∧ u ((N : ℤ) + 1) = 0 ∧
      v = fun i : Fin N => u ((i : ℤ) + 1) := by
    refine ⟨fun m => if hm : 0 < m ∧ m < N + 1 then v ⟨(m - 1).toNat, by omega⟩ else 0,
      by simp, by simp, funext fun i => ?_⟩
    have hi : 0 < (i : ℤ) + 1 ∧ (i : ℤ) + 1 < N + 1 := by have := i.isLt; omega
    rw [dif_pos hi]
    exact congrArg v (Fin.ext (by simp))
  have step : ∀ m : ℕ, m < N →
      u ((m : ℤ) + 1 + 1) = (2 - 2 * h ^ 2 * k) * u ((m : ℤ) + 1) - u (m : ℤ) := by
    intro m hm
    have t : (2 * u ((m : ℤ) + 1) - u (m : ℤ) - u ((m : ℤ) + 2)) / (2 * h ^ 2)
        = k * u ((m : ℤ) + 1) :=
      (threePoint_mulVec h u u0 uN ⟨m, hm⟩).symm.trans (congrFun e ⟨m, hm⟩)
    rw [div_eq_iff (by positivity)] at t
    rw [show (m : ℤ) + 1 + 1 = m + 2 by ring]
    linear_combination -t
  -- two neighbouring zeros would make the whole vector zero
  have h1 : u 1 ≠ 0 := by
    intro z
    have all : ∀ m : ℕ, m ≤ N → u (m : ℤ) = 0 ∧ u ((m : ℤ) + 1) = 0 := by
      intro m
      induction m with
      | zero => intro _; simp [u0, z]
      | succ m ih =>
        intro hm
        obtain ⟨a, b⟩ := ih (by omega)
        rw [Nat.cast_succ]
        exact ⟨b, by rw [step m hm, a, b]; ring⟩
    exact hv (funext fun i => (all i i.isLt.le).2)
  refine ⟨?_, fun i hi => by simpa [hi] using h1⟩
  by_contra hk
  have hc : 0 ≤ h ^ 2 * -k := mul_nonneg (sq_nonneg h) (by linarith)
  -- for negative `k` the solution grows and misses the second wall
  have grow : ∀ m : ℕ, m ≤ N →
      u (m : ℤ) ^ 2 ≤ u (m : ℤ) * u ((m : ℤ) + 1) ∧ u ((m : ℤ) + 1) ≠ 0 := by
    intro m
    induction m with
    | zero => intro _; simp [u0, h1]
    | succ m ih =>
      intro hm
      obtain ⟨a, b⟩ := ih (by omega)
      have r : u ((m : ℤ) + 1) ^ 2 ≤ u ((m : ℤ) + 1) * u ((m : ℤ) + 1 + 1) := by
        rw [step m hm]
        nlinarith [sq_nonneg (u (m : ℤ) - u ((m : ℤ) + 1)),
          mul_nonneg hc (sq_nonneg (u ((m : ℤ) + 1)))]
      rw [Nat.cast_succ]
      refine ⟨r, fun z => b ?_⟩
      rw [z, mul_zero] at r
      exact (pow_eq_zero_iff two_ne_zero).1 (le_antisymm r (sq_nonneg _))
  exact (grow N le_rfl).2 uN

end

end ThreePointEigenvector
```

Lean reports:

```
Main.lean:66:8: error: Tactic `rewrite` failed: Did not find an occurrence of the pattern
  dite (0 < ↑↑i + 1 ∧ ↑↑i + 1 < ↑N + 1) ?m.150 ?m.151
in the target expression
  v i = (fun m => if hm : 0 < m ∧ m < ↑N + 1 then v ⟨(m - 1).toNat, ⋯⟩ else 0) (↑↑i + 1)

N : ℕ
h k : ℝ
hh : 0 < h
v : Fin N → ℝ
hv : v ≠ 0
e : threePoint N h *ᵥ v = k • v
i : Fin N
hi : 0 < ↑↑i + 1 ∧ ↑↑i + 1 < ↑N + 1
⊢ v i = (fun m => if hm : 0 < m ∧ m < ↑N + 1 then v ⟨(m - 1).toNat, ⋯⟩ else 0) (↑↑i + 1)
```

Diagnosis. The error arises where the proof checks that the extension `u` agrees with `v` on the grid. `rw [dif_pos hi]` looks for an `if` whose condition is the statement of `hi`, that `(i : ℤ) + 1` lies strictly between `0` and `N + 1`. The goal does not yet contain such an `if`. Its right-hand side is still `fun m => if hm : … then … else 0` applied to `(i : ℤ) + 1`, and the condition inside speaks of the bound variable `m`. The two agree only after the argument is put in for `m`, and `rw` does not do that step before it searches for the pattern.

The added line `beta_reduce` carries out the substitution. The condition then reads as in `hi`, so `rw [dif_pos hi]` finds it and selects the `then` branch. What remains is an equality between two entries of `v`, which the next line, unchanged, proves by showing that their indices are equal.

This version goes through:

```diff
@@ -64,4 +64,5 @@
       by simp, by simp, funext fun i => ?_⟩
     have hi : 0 < (i : ℤ) + 1 ∧ (i : ℤ) + 1 < N + 1 := by have := i.isLt; omega
+    beta_reduce
     rw [dif_pos hi]
     exact congrArg v (Fin.ext (by simp))
```
